# Half-integer Streda slopes, in units of $1/2\pi$, from the spectral asymmetry of Dirac–Landau levels

Count the filled states of a two-dimensional Dirac electron in a magnetic field and the answer is infinite, because the Dirac sea has no bottom. All levels but one come in pairs of opposite energy; the unpaired one sits at an edge of the mass gap. Suppose the sea is cut off so that it keeps the negative members of the $M$ pairs nearest the gap, together with the unpaired level if that is filled. With the chemical potential in the gap, the filled levels number $M+1$ or $M$, depending on the sign of the mass $m$. Subtracting a background of $M$ levels leaves 1 or 0, while subtracting $M+1$ leaves 0 or $-1$. Each level holds $B/2\pi$ states per unit area in a field $B$, so this ambiguity goes straight into the slope $d\rho/dB$ of the density $\rho$ at fixed chemical potential $\mu$. Streda's relation identifies that slope, in a gap, with the Hall conductivity, up to the sign convention for the charge.

A count that treats filled and empty levels symmetrically, with a smooth energy cutoff, gives a definite answer. Take $B>0$ and let the unpaired level have energy $-m$. In units of $1/2\pi$, the slope is then $\operatorname{sign}(m)/2$ when $|\mu|<|m|$. When $\mu>|m|$ lies between levels it is $N+\tfrac12$, where $N$ is the number of filled positive levels that belong to pairs.

## The levels and the symmetric density

```lean
import Mathlib

open Filter Topology

namespace DiracLandau

noncomputable section

/-- Dirac-Landau levels in units ħ = e = v = 1: the unpaired level `-m` for `k = 0`, and
`±√(m² + 2B|k|)` with the sign of `k` otherwise. -/
def level (B m : ℝ) (k : ℤ) : ℝ :=
  if k = 0 then -m else (k.sign : ℝ) * √(m ^ 2 + 2 * B * |(k : ℝ)|)
```

The integer $k$ labels the levels, in units $\hbar=e=v=1$ with $v$ the Dirac velocity:

$$E_0=-m,\qquad E_k=\operatorname{sign}(k)\sqrt{m^2+2B|k|}\quad(k\neq0).$$

Lean's `level B m k` is $E_k$. Placing the unpaired level at $-m$ fixes an orientation convention; placing it at $+m$ would reverse the slope in the mass gap.

```lean
/-- Regularised particle density at chemical potential `μ`: the Landau degeneracy `B/(2π)` times
half the sum of `sign(μ - E) exp(-s E²)` over all levels. -/
def density (B m μ s : ℝ) : ℝ :=
  B / (2 * Real.pi) *
    (1 / 2 * ∑' k : ℤ, Real.sign (μ - level B m k) * Real.exp (-s * level B m k ^ 2))
```

In ordinary notation, with $s>0$ setting a cutoff at energies of order $1/\sqrt s$,

$$\rho_s=\frac{B}{2\pi}\cdot\frac12\sum_{k\in\mathbb Z}\operatorname{sign}(\mu-E_k)\,e^{-sE_k^2}.$$

A filled level counts $+\tfrac12$ and an empty one $-\tfrac12$. This convention puts the zero of density at particle-hole balance. The symbol `∑'` denotes an infinite sum.

## One level without a partner

```lean
/-- For `B > 0` the squared energy of level `k` is `m² + 2B|k|`. -/
theorem level_sq {B : ℝ} (hB : 0 < B) (m : ℝ) (k : ℤ) :
    level B m k ^ 2 = m ^ 2 + 2 * B * |(k : ℝ)| := by
  rcases eq_or_ne k 0 with rfl | hk
  · simp [level]
  · have hs : (k.sign : ℝ) ^ 2 = 1 := by
      rcases lt_or_gt_of_ne hk with h | h
      · simp [Int.sign_eq_neg_one_of_neg h]
      · simp [Int.sign_eq_one_of_pos h]
    rw [level, if_neg hk, mul_pow, hs, one_mul, Real.sq_sqrt (by positivity)]
```

Squaring removes the sign, so $E_k^2=m^2+2B|k|$. The formula also holds at $k=0$, and the proof treats that case separately.

```lean
/-- Levels with nonzero index come in pairs of opposite energy. -/
theorem level_neg (B m : ℝ) {k : ℤ} (hk : k ≠ 0) : level B m (-k) = -level B m k := by
  unfold level
  rw [if_neg (neg_ne_zero.2 hk), if_neg hk, Int.sign_neg]
  simp only [Int.cast_neg, abs_neg, neg_mul]
```

For $k\ne0$, $E_{-k}=-E_k$. Only $k=0$ lacks a partner of opposite energy.

```lean
/-- For `B > 0` and `s > 0` the regularised spectral asymmetry converges, and its value is the
contribution `-sign(m) exp(-s m²)` of the unpaired level. -/
theorem asymmetry_hasSum {B s : ℝ} (hB : 0 < B) (m : ℝ) (hs : 0 < s) :
    HasSum (fun k : ℤ => Real.sign (level B m k) * Real.exp (-s * level B m k ^ 2))
      (-Real.sign m * Real.exp (-s * m ^ 2)) := by
  -- a geometric series dominates the sum
  have hg : Summable fun n : ℕ => Real.exp (-s * (m ^ 2 + 2 * B * (n : ℝ))) := by
    have hneg : -(2 * s * B) < 0 := by
      have := mul_pos hs hB
      linarith
    have h := (Real.summable_exp_nat_mul_iff.mpr hneg).mul_left (Real.exp (-s * m ^ 2))
    have e : (fun n : ℕ => Real.exp (-s * (m ^ 2 + 2 * B * (n : ℝ)))) =
        fun n : ℕ => Real.exp (-s * m ^ 2) * Real.exp ((n : ℝ) * -(2 * s * B)) := by
      funext n
      rw [← Real.exp_add]
      congr 1
      ring
    rw [e]
    exact h
  have hheat : Summable fun k : ℤ => Real.exp (-s * level B m k ^ 2) := by
    apply Summable.of_nat_of_neg
    · simp only [level_sq hB, Int.cast_natCast, Nat.abs_cast]
      exact hg
    · simp only [level_sq hB, Int.cast_neg, abs_neg, Int.cast_natCast, Nat.abs_cast]
      exact hg
  have hsum : Summable fun k : ℤ =>
      Real.sign (level B m k) * Real.exp (-s * level B m k ^ 2) := by
    refine Summable.of_norm_bounded hheat fun k => ?_
    rw [norm_mul, Real.norm_eq_abs, Real.norm_eq_abs, Real.abs_exp]
    rcases Real.sign_apply_eq (level B m k) with h | h | h <;> rw [h] <;>
      norm_num [Real.exp_nonneg]
  have h0 : Real.sign (level B m 0) * Real.exp (-s * level B m 0 ^ 2) =
      -Real.sign m * Real.exp (-s * m ^ 2) := by
    rw [show level B m 0 = -m by simp [level], Real.sign_neg, neg_sq]
  have hodd : ∀ k : ℤ, k ≠ 0 →
      Real.sign (level B m (-k)) * Real.exp (-s * level B m (-k) ^ 2) =
        -(Real.sign (level B m k) * Real.exp (-s * level B m k ^ 2)) := by
    intro k hk
    rw [level_neg B m hk, Real.sign_neg, neg_sq, neg_mul]
  obtain ⟨f, hf⟩ : ∃ f : ℤ → ℝ, f = fun k =>
      Real.sign (level B m k) * Real.exp (-s * level B m k ^ 2) := ⟨_, rfl⟩
  have hf0 : f 0 = -Real.sign m * Real.exp (-s * m ^ 2) := by rw [hf]; exact h0
  have hfo : ∀ k : ℤ, k ≠ 0 → f (-k) = -f k := by rw [hf]; exact hodd
  rw [← hf] at hsum ⊢
  -- adding the sum to its reflection leaves only the unpaired level
  have h1 := hsum.hasSum
  have h2 : HasSum (fun k => f (-k)) (∑' k, f k) := (Equiv.neg ℤ).hasSum_iff.2 h1
  have h3 : HasSum (fun k => f k + f (-k)) (f 0 + f (-0)) :=
    hasSum_single 0 fun k hk => by rw [hfo k hk, add_neg_cancel]
  have h4 := (h1.add h2).unique h3
  rw [neg_zero] at h4
  have h5 : ∑' k, f k = f 0 := by linarith
  rwa [h5, hf0] at h1
```

`HasSum f a` says that the series with terms $f(k)$ converges to $a$. The theorem therefore states, for $B,s>0$ and every real $m$,

$$\sum_{k}\operatorname{sign}(E_k)e^{-sE_k^2}=-\operatorname{sign}(m)\,e^{-sm^2}.$$

By hand, call the terms $a_k$. Then

$$|a_k|\le e^{-sm^2}\left(e^{-2sB}\right)^{|k|},$$

and the geometric ratio is below one, so the sum $S$ converges absolutely. In Lean, `hg` is the geometric series, `hheat` extends it to all integers, and `hsum` adds the signs. Relabelling $k\to-k$ leaves $S$ unchanged, while $a_{-k}=-a_k$ for $k\neq0$. Hence

$$2S=\sum_k(a_k+a_{-k})=2a_0,\qquad S=a_0=\operatorname{sign}(-m)e^{-sm^2}.$$

**A closer look at `HasSum`.** Lean carries out the relabelling with `(Equiv.neg ℤ).hasSum_iff`: negation is a bijection of the integers, and a `HasSum` statement survives any bijective relabelling because it refers to no order of summation. This gives `h2`. Adding `h1` and `h2` shows that the series $a_k+a_{-k}$ has sum $2S$. Separately, `hasSum_single` shows in `h3` that its sum is $2a_0$, since all other terms vanish. A series has at most one sum, and `unique` equates the two values. Without the cutoff every term with $k\neq0$ would be $\pm1$, and there would be no convergent sum to relabel.

## Removing the cutoff

```lean
/-- The regulator `exp(-s c)` tends to one as `s → 0+`. -/
theorem regulator_tendsto (c : ℝ) :
    Tendsto (fun s : ℝ => Real.exp (-s * c)) (𝓝[>] 0) (𝓝 1) := by
  have hc : Continuous fun s : ℝ => Real.exp (-s * c) := by fun_prop
  have h : Tendsto (fun s : ℝ => Real.exp (-s * c)) (𝓝[>] 0) (𝓝 (Real.exp (-(0 : ℝ) * c))) :=
    (hc.tendsto 0).mono_left nhdsWithin_le_nhds
  simpa only [neg_zero, zero_mul, Real.exp_zero] using h
```

For any fixed real $c$, $e^{-sc}\to1$ as $s\to0^+$, by continuity of the exponential. The notation `𝓝[>] 0` means approach to zero from above, and `𝓝 1` means convergence to one.

```lean
/-- For `B > 0` the sum of `sign(E) exp(-s E²)` over all Dirac-Landau levels converges for every
`s > 0` and tends to `-sign(m)` as `s → 0+`. -/
theorem spectral_asymmetry {B : ℝ} (hB : 0 < B) (m : ℝ) :
    (∀ s : ℝ, 0 < s → Summable fun k : ℤ =>
      Real.sign (level B m k) * Real.exp (-s * level B m k ^ 2)) ∧
    Tendsto (fun s : ℝ => ∑' k : ℤ,
      Real.sign (level B m k) * Real.exp (-s * level B m k ^ 2))
      (𝓝[>] 0) (𝓝 (-Real.sign m)) := by
  refine ⟨fun s hs => (asymmetry_hasSum hB m hs).summable, ?_⟩
  have h := (regulator_tendsto (m ^ 2)).const_mul (-Real.sign m)
  rw [mul_one] at h
  refine h.congr' ?_
  filter_upwards [self_mem_nhdsWithin] with s hs
  exact (asymmetry_hasSum hB m hs).tsum_eq.symm
```

The first half states convergence for each $s>0$. It is stated separately because `∑'` returns zero for a divergent series. The second half is the limit

$$\lim_{s\to0^+}\sum_k\operatorname{sign}(E_k)e^{-sE_k^2}=-\operatorname{sign}(m).$$

It follows from the closed form above with $c=m^2$. At $m=0$ both sides vanish, since `Real.sign 0` is zero.

## From asymmetry to density

```lean
/-- A level farther from zero energy than `μ` lies on the same side of `μ` as of zero. -/
theorem sign_sub_of_abs_lt {μ E : ℝ} (h : |μ| < |E|) : Real.sign (μ - E) = -Real.sign E := by
  rcases lt_trichotomy E 0 with hE | rfl | hE
  · rw [abs_of_neg hE] at h
    have := abs_lt.1 h
    rw [Real.sign_of_pos (by linarith), Real.sign_of_neg hE, neg_neg]
  · exact absurd h (by simp)
  · rw [abs_of_pos hE] at h
    have := abs_lt.1 h
    rw [Real.sign_of_neg (by linarith), Real.sign_of_pos hE]
```

If $|E|>|\mu|$, then $\mu-E$ has the sign of $-E$. The proof checks negative and positive $E$; $E=0$ contradicts the hypothesis.

```lean
/-- Let `B > 0`, and let all levels with index outside a finite set `F` satisfy
`sign(μ - E) = -sign(E)`. Then, as `s → 0+`, the density tends to `B/(2π)` times half of the
following: the sum of `sign(μ - E) + sign(E)` over the levels in `F`, plus `sign(m)`. -/
theorem density_tendsto {B : ℝ} (hB : 0 < B) (m μ : ℝ) (F : Finset ℤ)
    (hF : ∀ k ∉ F, Real.sign (μ - level B m k) = -Real.sign (level B m k)) :
    Tendsto (density B m μ) (𝓝[>] 0) (𝓝 (B / (2 * Real.pi) * (1 / 2 *
      (∑ k ∈ F, (Real.sign (μ - level B m k) + Real.sign (level B m k)) + Real.sign m)))) := by
  have lim := ((((tendsto_finsetSum F fun k _ =>
    (regulator_tendsto (level B m k ^ 2)).const_mul
      (Real.sign (μ - level B m k) + Real.sign (level B m k))).sub
    ((regulator_tendsto (m ^ 2)).const_mul (-Real.sign m))).const_mul (1 / 2)).const_mul
      (B / (2 * Real.pi)))
  simp only [mul_one, sub_neg_eq_add] at lim
  refine lim.congr' ?_
  filter_upwards [self_mem_nhdsWithin] with s hs
  -- subtract the asymmetry from a finite sum
  have h2 : HasSum (fun k : ℤ => (Real.sign (μ - level B m k) + Real.sign (level B m k)) *
      Real.exp (-s * level B m k ^ 2)) (∑ k ∈ F, (Real.sign (μ - level B m k) +
      Real.sign (level B m k)) * Real.exp (-s * level B m k ^ 2)) :=
    hasSum_sum_of_ne_finset_zero fun k hk => by
      simp only [hF k hk, neg_add_cancel, zero_mul]
  have h3 := (h2.sub (asymmetry_hasSum hB m hs)).tsum_eq
  simp only [add_mul, add_sub_cancel_right] at h3
  rw [density, h3]
  simp only [add_mul]
```

Write $\sigma_k=\operatorname{sign}(\mu-E_k)$ and $\varepsilon_k=\operatorname{sign}(E_k)$. The hypothesis is that $\sigma_k=-\varepsilon_k$ outside a finite set $F$. Then

$$\sum_k\sigma_ke^{-sE_k^2}=\sum_{k\in F}(\sigma_k+\varepsilon_k)e^{-sE_k^2}-\sum_k\varepsilon_ke^{-sE_k^2}.$$

The last sum is the asymmetry already evaluated. Letting $s\to0^+$ in the finitely many remaining terms gives

$$\rho=\frac{B}{2\pi}\cdot\frac12\left[\sum_{k\in F}(\sigma_k+\varepsilon_k)+\operatorname{sign}(m)\right].$$

In Lean, `lim` is this termwise limit, and `h3` is the subtraction at fixed $s$.

## The slope in the mass gap

```lean
/-- Half-integer Streda slope in the mass gap: for `B > 0` and `|μ| < |m|`, if `ρ` is the limit of
the regularised density for fields near `B`, then `dρ/dB = (sign(m)/2)/(2π)`. -/
theorem streda_slope_mass_gap {B m μ : ℝ} (hB : 0 < B) (hμ : |μ| < |m|) {ρ : ℝ → ℝ}
    (hρ : ∀ᶠ b in 𝓝 B, Tendsto (density b m μ) (𝓝[>] 0) (𝓝 (ρ b))) :
    HasDerivAt ρ (Real.sign m / 2 / (2 * Real.pi)) B := by
  have e : ρ =ᶠ[𝓝 B] fun b => b / (2 * Real.pi) * (1 / 2 * Real.sign m) := by
    filter_upwards [hρ, lt_mem_nhds hB] with b h hb
    have hl := density_tendsto hb m μ ∅ fun k _ => sign_sub_of_abs_lt (hμ.trans_le
      (sq_le_sq.1 (by
        rw [level_sq hb]
        have : 0 ≤ 2 * b * |(k : ℝ)| := by positivity
        linarith)))
    rw [Finset.sum_empty, zero_add] at hl
    exact tendsto_nhds_unique h hl
  have d := ((hasDerivAt_id' B).div_const (2 * Real.pi)).mul_const (1 / 2 * Real.sign m)
  exact (d.congr_of_eventuallyEq e).congr_deriv (by ring)
```

The hypothesis `hρ` says that $\rho(b)$ is the cutoff-free density for all fields $b$ near $B$. It only names the limit, whose existence `density_tendsto` supplies. `HasDerivAt ρ c B` means $\rho'(B)=c$, with $m$ and $\mu$ held fixed.

By hand, $|E_k|\ge|m|>|\mu|$ for every $k$, so $F$ is empty and

$$\rho(b)=\frac{b}{2\pi}\,\frac{\operatorname{sign}(m)}2,\qquad \frac{d\rho}{dB}=\frac{\operatorname{sign}(m)/2}{2\pi}.$$

The step `e` establishes the linear formula near $B$, using the fact that a limit is unique; `d` differentiates it.

For a single non-interacting Dirac cone, reversing the sign of $m$ thus changes the slope by $1/2\pi$, one conductance quantum $e^2/h$ in these units. This is the jump associated with a band inversion at one cone in a Chern-insulator model. The half-integer is the share of one cone: in a gapped two-dimensional lattice model of non-interacting electrons the total slope is an integer in units of $1/2\pi$, and the rest of the band structure supplies the difference.

## The slopes between Landau levels

```lean
/-- Half-integer Streda slopes between Landau levels: for `B > 0` and `μ > 0` strictly between the
energies `√(m² + 2BN)` and `√(m² + 2B(N+1))`, if `ρ` is the limit of the regularised density for
fields near `B`, then `dρ/dB = (N + 1/2)/(2π)`. -/
theorem streda_slope_landau_gap {B m μ : ℝ} (hB : 0 < B) (hμ : 0 < μ) (N : ℕ)
    (h1 : m ^ 2 + 2 * B * N < μ ^ 2) (h2 : μ ^ 2 < m ^ 2 + 2 * B * (N + 1)) {ρ : ℝ → ℝ}
    (hρ : ∀ᶠ b in 𝓝 B, Tendsto (density b m μ) (𝓝[>] 0) (𝓝 (ρ b))) :
    HasDerivAt ρ ((N + 1 / 2) / (2 * Real.pi)) B := by
  -- the gap stays open for nearby fields
  have c1 : Continuous fun b : ℝ => m ^ 2 + 2 * b * N := by fun_prop
  have c2 : Continuous fun b : ℝ => m ^ 2 + 2 * b * (N + 1) := by fun_prop
  have o1 : ∀ᶠ b in 𝓝 B, m ^ 2 + 2 * b * N < μ ^ 2 :=
    (c1.tendsto B).eventually (gt_mem_nhds h1)
  have o2 : ∀ᶠ b in 𝓝 B, μ ^ 2 < m ^ 2 + 2 * b * (N + 1) :=
    (c2.tendsto B).eventually (lt_mem_nhds h2)
  have e : ρ =ᶠ[𝓝 B] fun b => b / (2 * Real.pi) * (N + 1 / 2) := by
    filter_upwards [hρ, lt_mem_nhds hB, o1, o2] with b h hb g1 g2
    have hpos : ∀ k : ℤ, 0 < k → 0 < level b m k := by
      intro k hk
      have hk' : (0 : ℝ) < k := by exact_mod_cast hk
      rw [level, if_neg hk.ne', Int.sign_eq_one_of_pos hk, Int.cast_one, one_mul]
      have := mul_pos hb (abs_pos.2 hk'.ne')
      exact Real.sqrt_pos.2 (by nlinarith [sq_nonneg m])
    have hsq : ∀ n : ℕ, level b m (n : ℤ) ^ 2 = m ^ 2 + 2 * b * n := by
      intro n
      rw [level_sq hb, Int.cast_natCast, Nat.abs_cast]
    -- only the levels 0, ..., N can lie between zero and μ
    have hl := density_tendsto hb m μ ((Finset.range (N + 1)).map Nat.castEmbedding) (by
      intro k hk
      rcases lt_or_ge k 0 with hk0 | hk0
      · have hp := hpos (-k) (by omega)
        rw [level_neg b m hk0.ne] at hp
        rw [Real.sign_of_pos (by linarith), Real.sign_of_neg (by linarith), neg_neg]
      · obtain ⟨n, rfl⟩ := Int.eq_ofNat_of_zero_le hk0
        have hn : N + 1 ≤ n := by
          by_contra hc
          exact hk (Finset.mem_map.2 ⟨n, Finset.mem_range.2 (by omega), rfl⟩)
        have hn' : (N : ℝ) + 1 ≤ n := by exact_mod_cast hn
        refine sign_sub_of_abs_lt (sq_lt_sq.1 ?_)
        rw [hsq]
        nlinarith [mul_le_mul_of_nonneg_left hn' hb.le])
    have hterm : ∀ i ∈ Finset.range N, Real.sign (μ - level b m ((i + 1 : ℕ) : ℤ)) +
        Real.sign (level b m ((i + 1 : ℕ) : ℤ)) = 2 := by
      intro i hi
      have hi' : ((i + 1 : ℕ) : ℝ) ≤ N := by exact_mod_cast Finset.mem_range.1 hi
      have hp := hpos ((i + 1 : ℕ) : ℤ) (by omega)
      have hlt : level b m ((i + 1 : ℕ) : ℤ) < μ :=
        (le_abs_self _).trans_lt (abs_lt_of_sq_lt_sq (by
          rw [hsq]
          nlinarith [mul_le_mul_of_nonneg_left hi' hb.le]) hμ.le)
      rw [Real.sign_of_pos (by linarith), Real.sign_of_pos hp]
      norm_num
    have hzero : Real.sign (μ - level b m ((0 : ℕ) : ℤ)) +
        Real.sign (level b m ((0 : ℕ) : ℤ)) = 1 - Real.sign m := by
      have hN : 0 ≤ 2 * b * (N : ℝ) := by positivity
      have hm := abs_lt.1 (abs_lt_of_sq_lt_sq (show m ^ 2 < μ ^ 2 by linarith) hμ.le)
      rw [show level b m ((0 : ℕ) : ℤ) = -m by simp [level], Real.sign_neg,
        Real.sign_of_pos (by linarith)]
      ring
    simp only [Finset.sum_map, Nat.castEmbedding_apply] at hl
    rw [Finset.sum_range_succ', Finset.sum_congr rfl hterm, hzero, Finset.sum_const,
      Finset.card_range, nsmul_eq_mul,
      show 1 / 2 * ((N : ℝ) * 2 + (1 - Real.sign m) + Real.sign m) = N + 1 / 2 by ring] at hl
    exact tendsto_nhds_unique h hl
  have d := ((hasDerivAt_id' B).div_const (2 * Real.pi)).mul_const ((N : ℝ) + 1 / 2)
  exact (d.congr_of_eventuallyEq e).congr_deriv (by ring)

end

end DiracLandau
```

Here $\mu>0$ and $N=0,1,2,\dots$ satisfy

$$m^2+2BN<\mu^2<m^2+2B(N+1).$$

Both inequalities are strict, so they persist for nearby fields $b$; these are `o1` and `o2`. Take $F=\{0,\dots,N\}$. Outside it, levels with $k<0$ are negative and lie below $\mu$, while those with $k>N$ are positive and lie above $\mu$. In both cases $\sigma_k=-\varepsilon_k$.

Inside $F$, each level $k=1,\dots,N$ satisfies $0<E_k<\mu$ and contributes $2$ (`hterm`). Since $|m|<\mu$, the unpaired level contributes $1-\operatorname{sign}(m)$ (`hzero`). Therefore

$$\rho(b)=\frac b{2\pi}\cdot\frac12\left[2N+1-\operatorname{sign}(m)+\operatorname{sign}(m)\right]=\frac b{2\pi}\left(N+\tfrac12\right),$$

and differentiation gives the stated slope. The sign of the mass cancels, and $m=0$ is allowed. For $N=0$ there are no levels in the range $1,\dots,N$, and the slope is $\tfrac12/(2\pi)$. The theorem is stated for positive $\mu$ only.

The levels and their degeneracy $B/2\pi$ enter as definitions, and are not derived here from a Dirac Hamiltonian or a lattice.

```lean
#print axioms DiracLandau.spectral_asymmetry
#print axioms DiracLandau.streda_slope_mass_gap
#print axioms DiracLandau.streda_slope_landau_gap
```

```
'DiracLandau.spectral_asymmetry' depends on axioms: [propext, Classical.choice, Quot.sound]
'DiracLandau.streda_slope_mass_gap' depends on axioms: [propext, Classical.choice, Quot.sound]
'DiracLandau.streda_slope_landau_gap' depends on axioms: [propext, Classical.choice, Quot.sound]
```
